# How far the lowest level of $H + D|p\rangle\langle p|$ moves when the unit projector $p$ is replaced, in finite dimension

Take two levels with coupling, and two real unit vectors that differ in one sign:

$$H=\begin{pmatrix}-1.64&-1\\-1&-1.36\end{pmatrix},\qquad p=(0.8,\,0.6),\qquad q=(0.8,\,-0.6).$$

Adding $|p\rangle\langle p|$ gives diagonal entries $-1$ and coupling $-1+0.48=-0.52$, so the lowest level is $-1.52$. Adding $|q\rangle\langle q|$ gives the same diagonal and coupling $-1.48$, so the lowest level is $-2.48$. The ground state is $(1,1)/\sqrt2$ in both cases. Only its weight on the projector has changed, from $0.98$ to $0.02$, and the level has moved by the same $0.96$. The overlap is $\langle p,q\rangle=0.64-0.36=0.28$, and $\sqrt{1-0.28^2}=0.96$.

In implementations of the projector augmented-wave (PAW) method that evaluate the projector functions on a real-space grid, these functions may be filtered or interpolated, and one wants to know what this distortion does to the levels. For Hermitian $H$ in finite dimension, real $D$ and unit vectors $p,q$, the lowest eigenvalues $E$ of $H+D|p\rangle\langle p|$ and $E'$ of $H+D|q\rangle\langle q|$ satisfy

$$|E-E'|\le |D|\sqrt{1-|\langle p,q\rangle|^2}.$$

This bounds the level error in an electronic-structure model with one projector, fixed $H$ and $D$, and an ordinary eigenvalue problem. A PAW calculation generally has several projectors, with a matrix of strengths, and updates the Hamiltonian self-consistently. It also has an overlap operator, which contains the projectors too and makes the eigenvalue problem a generalised one. The theorem covers none of these.

## $E$ and $E'$ are lowest levels

`V` is a complex inner product space, whose inner product is conjugate-linear in the first argument, as in physics. `projectorTerm p` is $|p\rangle\langle p|$, and `pawHamiltonian H D p` is the full operator. `IsGroundLevel T E` says that $E$ is the least real number with a nonzero eigenvector of $T$. The theorem takes such $E$ and $E'$ as given.

In Lean 4 with Mathlib:

```lean
import Mathlib

noncomputable section

namespace PAWProjectorError

variable {V : Type*} [NormedAddCommGroup V] [InnerProductSpace ℂ V]

/-- The projector term `|p⟩⟨p|`, which sends a state `x` to `⟨p,x⟩ p`. -/
def projectorTerm (p : V) : V →ₗ[ℂ] V where
  toFun x := inner ℂ p x • p
  map_add' x y := by simp only [inner_add_right, add_smul]
  map_smul' a x := by simp only [inner_smul_right, mul_smul, RingHom.id_apply]

/-- The Hamiltonian `H + D |p⟩⟨p|` with one projector `p` of strength `D`. -/
def pawHamiltonian (H : V →ₗ[ℂ] V) (D : ℝ) (p : V) : V →ₗ[ℂ] V :=
  H + (D : ℂ) • projectorTerm p

/-- `E` is the lowest real eigenvalue of the operator `T`. -/
def IsGroundLevel (T : V →ₗ[ℂ] V) (E : ℝ) : Prop :=
  IsLeast {e : ℝ | ∃ v : V, v ≠ 0 ∧ T v = (e : ℂ) • v} E

/-- The vector `(c, s)` of `ℂ²` with real components. -/
def planeVec (c s : ℝ) : EuclideanSpace ℂ (Fin 2) := !₂[(c : ℂ), (s : ℂ)]
```

The derivation uses this hypothesis twice: no real eigenvalue of the first operator lies below $E$ (`hE.2`), and $E'$ has an eigenvector that can serve as a trial state (`hE'.1`). For arbitrary eigenvalues the bound fails. With $H=0$, $D=1$ and $p=q=(1,0)$, the eigenvalues $0$ and $1$ differ by $1$, while the bound is $0$.

Two identities serve throughout: $\langle x,x\rangle=\|x\|^2$ and $\langle x,p\rangle\langle p,x\rangle=|\langle p,x\rangle|^2$.

```lean
/-- The real part of `⟨x,x⟩` is the squared norm of `x`. -/
private theorem re_inner_self (x : V) : (inner ℂ x x).re = ‖x‖ ^ 2 :=
  inner_self_eq_norm_sq (𝕜 := ℂ) x

/-- The product `⟨x,p⟩⟨p,x⟩` is the squared modulus of the overlap. -/
private theorem inner_mul_swap (p x : V) :
    inner ℂ x p * inner ℂ p x = ((‖inner ℂ p x‖ ^ 2 : ℝ) : ℂ) := by
  rw [← inner_conj_symm x p, mul_comm, Complex.mul_conj, Complex.normSq_eq_norm_sq]
```

## $H$ is Hermitian and $D$ is real

Physically, both conditions make the energy an observable. Hermiticity is the hypothesis `H.IsSymmetric`; reality of $D$ is in its type, and its sign is free. By hand,

$$\langle D\langle p,x\rangle p,\,y\rangle=D^*\langle x,p\rangle\langle p,y\rangle=\langle x,\,D\langle p,y\rangle p\rangle,$$

where the last step needs $D^*=D$. The full operator is therefore Hermitian, with energy

$$\langle x,Hx\rangle+D|\langle p,x\rangle|^2 .$$

The two lemmas below are these two statements. The second takes real parts, so it holds for any linear $H$.

```lean
/-- Adding a projector term of real strength to a Hermitian `H` gives a Hermitian operator. -/
theorem pawHamiltonian_isSymmetric {H : V →ₗ[ℂ] V} (hH : H.IsSymmetric) (D : ℝ) (p : V) :
    (pawHamiltonian H D p).IsSymmetric := by
  intro x y
  change inner ℂ (H x + (D : ℂ) • (inner ℂ p x • p)) y
    = inner ℂ x (H y + (D : ℂ) • (inner ℂ p y • p))
  rw [inner_add_left, inner_add_right, hH x y]
  simp only [inner_smul_left, inner_smul_right, Complex.conj_ofReal, inner_conj_symm]
  ring

/-- The projector term adds `D |⟨p,x⟩|²` to the real part of `⟨x,Hx⟩`. -/
theorem energy_eq (H : V →ₗ[ℂ] V) (D : ℝ) (p x : V) :
    (inner ℂ x (pawHamiltonian H D p x)).re
      = (inner ℂ x (H x)).re + D * ‖inner ℂ p x‖ ^ 2 := by
  change (inner ℂ x (H x + (D : ℂ) • (inner ℂ p x • p))).re = _
  rw [inner_add_right, inner_smul_right, inner_smul_right, mul_comm (inner ℂ p x),
    inner_mul_swap, Complex.add_re, Complex.re_ofReal_mul, Complex.ofReal_re]
```

For non-Hermitian $H$ the bound can fail even if all eigenvalues are real. Let $H$ have the single nonzero entry $H_{01}=12.5$, with $D=1$, $p=(0.8,0.6)$ and $q=(1,0)$. The first operator has trace $1$ and determinant $-6$, hence eigenvalues $3$ and $-2$; the second has $1$ and $0$. The lowest levels differ by $2$, against a bound of $0.6$. For complex $D$ there may be no real level at all: in one dimension, $H=0$ and $D=i$ give the eigenvalue $i$.

## The space is finite-dimensional

This stands for a finite basis set or grid. It supplies an orthonormal eigenbasis $b_i$ of a Hermitian $T$, with $Tb_i=\mu_i b_i$ and $\mu_i\ge E$, so that

$$\langle x,Tx\rangle=\sum_i\mu_i|\langle b_i,x\rangle|^2\ \ge\ E\sum_i|\langle b_i,x\rangle|^2=E\|x\|^2 .$$

In the proof, `hμ` is the inequality $E\le\mu_i$, `hterm` evaluates one term of the energy, and `h1` and `h2` are the two expansions.

```lean
/-- Variational principle: in finite dimension, the lowest eigenvalue `E` of a Hermitian
operator `T` satisfies `E ‖x‖² ≤ ⟨x,Tx⟩` for every state `x`. -/
theorem variational_principle [FiniteDimensional ℂ V] {T : V →ₗ[ℂ] V} (hT : T.IsSymmetric)
    {E : ℝ} (hE : IsGroundLevel T E) (x : V) :
    E * ‖x‖ ^ 2 ≤ (inner ℂ x (T x)).re := by
  obtain ⟨b, μ, hb⟩ : ∃ (b : OrthonormalBasis (Fin (Module.finrank ℂ V)) ℂ V)
      (μ : Fin (Module.finrank ℂ V) → ℝ), ∀ i, T (b i) = (μ i : ℂ) • b i :=
    ⟨hT.eigenvectorBasis rfl, hT.eigenvalues rfl, fun i => hT.apply_eigenvectorBasis rfl i⟩
  have hμ : ∀ i, E ≤ μ i := fun i => hE.2 ⟨b i, b.orthonormal.ne_zero i, hb i⟩
  have hterm : ∀ i, inner ℂ x (b i) * inner ℂ (b i) (T x)
      = ((μ i * ‖inner ℂ (b i) x‖ ^ 2 : ℝ) : ℂ) := by
    intro i
    rw [← hT (b i) x, hb, inner_smul_left, Complex.conj_ofReal, mul_left_comm,
      inner_mul_swap, Complex.ofReal_mul]
  -- expand the norm and the energy in the eigenvectors
  have h1 := congrArg Complex.re (b.sum_inner_mul_inner x x)
  have h2 := congrArg Complex.re (b.sum_inner_mul_inner x (T x))
  simp only [inner_mul_swap, Complex.re_sum, Complex.ofReal_re] at h1
  simp only [hterm, Complex.re_sum, Complex.ofReal_re] at h2
  rw [← re_inner_self, ← h1, ← h2, Finset.mul_sum]
  exact Finset.sum_le_sum fun i _ => mul_le_mul_of_nonneg_right (hμ i) (sq_nonneg _)
```

In infinite dimension this inequality can fail, because the lowest eigenvalue may lie above a continuum. Multiplication by $t$ on $L^2[0,1]$, joined to one separate state of energy $5$, has $5$ as its only eigenvalue and states of much lower energy.

## $p$ and $q$ have length one

Normalisation separates the shape of a projector from its strength. Filtering usually changes the norm too; that change belongs in $D$, and the theorem compares equal $D$.

Write $a=\langle p,x\rangle$, $b=\langle q,x\rangle$, $g=\langle p,q\rangle$. Removing the $q$-component from $p$ and $x$ leaves vectors of squared norm $1-|g|^2$ and $\|x\|^2-|b|^2$, with inner product $a-gb$. Cauchy–Schwarz gives

$$|a|^2-2\,\mathrm{Re}(a^*bg)+|g|^2|b|^2\le(1-|g|^2)(\|x\|^2-|b|^2).$$

Cancelling $|g|^2|b|^2$ and moving $|b|^2$ to the left,

$$\|ap-bq\|^2=|a|^2-2\,\mathrm{Re}(a^*bg)+|b|^2\le(1-|g|^2)\|x\|^2 .$$

In the proof, `key` and `hn` give the inner product and the norms, `cs` is Cauchy–Schwarz, `hs` and `hv` expand the squares, and `linarith` does the cancellation.

```lean
/-- For unit vectors `p` and `q`, the difference of the two projector terms stretches a state
by at most the factor `√(1 - |⟨p,q⟩|²)`; the inequality is stated in squared form. -/
theorem norm_projector_sub_sq_le {p q : V} (hp : ‖p‖ = 1) (hq : ‖q‖ = 1) (x : V) :
    ‖projectorTerm p x - projectorTerm q x‖ ^ 2 ≤ (1 - ‖inner ℂ p q‖ ^ 2) * ‖x‖ ^ 2 := by
  have hqq : inner ℂ q q = (1 : ℂ) := by
    rw [inner_self_eq_norm_sq_to_K, hq]; simp
  -- overlaps after the q-component has been removed
  have key : ∀ y z : V, inner ℂ (y - inner ℂ q y • q) (z - inner ℂ q z • q)
      = inner ℂ y z - inner ℂ y q * inner ℂ q z := by
    intro y z
    simp only [inner_sub_left, inner_sub_right, inner_smul_left, inner_smul_right,
      inner_conj_symm, hqq]
    ring
  have hn : ∀ y : V, ‖y - inner ℂ q y • q‖ ^ 2 = ‖y‖ ^ 2 - ‖inner ℂ q y‖ ^ 2 := by
    intro y
    have h := congrArg Complex.re (key y y)
    rw [re_inner_self, Complex.sub_re, re_inner_self, inner_mul_swap, Complex.ofReal_re] at h
    exact h
  have cs := pow_le_pow_left₀ (norm_nonneg _)
    (norm_inner_le_norm (𝕜 := ℂ) (p - inner ℂ q p • q) (x - inner ℂ q x • q)) 2
  have hs : ∀ a b c : ℂ, ‖a - c * b‖ ^ 2
      = ‖a‖ ^ 2 - 2 * (starRingEnd ℂ a * (b * c)).re + ‖c‖ ^ 2 * ‖b‖ ^ 2 := by
    intro a b c
    simp only [← Complex.normSq_eq_norm_sq, Complex.normSq_apply, Complex.sub_re,
      Complex.sub_im, Complex.mul_re, Complex.mul_im, Complex.conj_re, Complex.conj_im]
    ring
  rw [key, mul_pow, hn, hn, hp, norm_inner_symm q p, hs] at cs
  have hv : ∀ a b : ℂ, ‖a • p - b • q‖ ^ 2
      = ‖a‖ ^ 2 - 2 * (starRingEnd ℂ a * (b * inner ℂ p q)).re + ‖b‖ ^ 2 := by
    intro a b
    rw [norm_sub_sq (𝕜 := ℂ), inner_smul_left, inner_smul_right, norm_smul, norm_smul,
      hp, hq, mul_one, mul_one]
    rfl
  change ‖inner ℂ p x • p - inner ℂ q x • q‖ ^ 2 ≤ _
  rw [hv]
  linarith
```

The weights then follow from a second Cauchy–Schwarz step:

$$\bigl||a|^2-|b|^2\bigr|=|\langle x,ap-bq\rangle|\le\|x\|\,\|ap-bq\|\le\sqrt{1-|g|^2}\,\|x\|^2 .$$

```lean
/-- The weights of a state `x` on two unit projectors `p` and `q` differ by at most
`√(1 - |⟨p,q⟩|²) ‖x‖²`. -/
theorem abs_weight_sub_le {p q : V} (hp : ‖p‖ = 1) (hq : ‖q‖ = 1) (x : V) :
    |‖inner ℂ p x‖ ^ 2 - ‖inner ℂ q x‖ ^ 2| ≤ √(1 - ‖inner ℂ p q‖ ^ 2) * ‖x‖ ^ 2 := by
  have h1 : (inner ℂ x (projectorTerm p x - projectorTerm q x)).re
      = ‖inner ℂ p x‖ ^ 2 - ‖inner ℂ q x‖ ^ 2 := by
    change (inner ℂ x (inner ℂ p x • p - inner ℂ q x • q)).re = _
    rw [inner_sub_right, inner_smul_right, inner_smul_right, mul_comm (inner ℂ p x),
      mul_comm (inner ℂ q x), inner_mul_swap, inner_mul_swap, Complex.sub_re,
      Complex.ofReal_re, Complex.ofReal_re]
  have h2 := Real.sqrt_le_sqrt (norm_projector_sub_sq_le hp hq x)
  rw [Real.sqrt_sq (norm_nonneg _), Real.sqrt_mul' _ (sq_nonneg _),
    Real.sqrt_sq (norm_nonneg _)] at h2
  rw [← h1]
  calc |(inner ℂ x (projectorTerm p x - projectorTerm q x)).re|
      ≤ ‖inner ℂ x (projectorTerm p x - projectorTerm q x)‖ := Complex.abs_re_le_norm _
    _ ≤ ‖x‖ * ‖projectorTerm p x - projectorTerm q x‖ := norm_inner_le_norm _ _
    _ ≤ ‖x‖ * (√(1 - ‖inner ℂ p q‖ ^ 2) * ‖x‖) := mul_le_mul_of_nonneg_left h2 (norm_nonneg _)
    _ = √(1 - ‖inner ℂ p q‖ ^ 2) * ‖x‖ ^ 2 := by ring
```

If only one vector is normalised, the bound can fail: $H=0$, $D=-1$, $p=(1,0)$ and $q=(1,1)$ have overlap $1$ and so a bound of $0$, but the levels are $-1$ and $-2$.

## One ground state as trial state for the other

Let $v\ne0$ be an eigenvector of $H+D|q\rangle\langle q|$ at $E'$. Then

$$E\|v\|^2\le\langle v,Hv\rangle+D|\langle p,v\rangle|^2=E'\|v\|^2+D\bigl(|\langle p,v\rangle|^2-|\langle q,v\rangle|^2\bigr)\le\bigl(E'+|D|\sqrt{1-|g|^2}\bigr)\|v\|^2 .$$

Dividing by $\|v\|^2$ bounds $E-E'$, and exchanging $p$ and $q$ bounds $E'-E$. The inner `key` is the first direction, with `h1` the variational inequality, `h2` the energy of $v$ and `h3` the weight estimate; it is applied twice.

```lean
/-- For Hermitian `H` in finite dimension, real `D` and unit projectors `p`, `q`, the lowest
eigenvalues of `H + D |p⟩⟨p|` and `H + D |q⟩⟨q|` differ by at most `|D| √(1 - |⟨p,q⟩|²)`. -/
theorem ground_level_error_le [FiniteDimensional ℂ V] {H : V →ₗ[ℂ] V} (hH : H.IsSymmetric)
    (D : ℝ) {p q : V} (hp : ‖p‖ = 1) (hq : ‖q‖ = 1) {E E' : ℝ}
    (hE : IsGroundLevel (pawHamiltonian H D p) E)
    (hE' : IsGroundLevel (pawHamiltonian H D q) E') :
    |E - E'| ≤ |D| * √(1 - ‖inner ℂ p q‖ ^ 2) := by
  -- the ground state for one projector is a trial state for the other
  have key : ∀ (p q : V) (E E' : ℝ), ‖p‖ = 1 → ‖q‖ = 1 →
      IsGroundLevel (pawHamiltonian H D p) E → IsGroundLevel (pawHamiltonian H D q) E' →
      E - E' ≤ |D| * √(1 - ‖inner ℂ p q‖ ^ 2) := by
    intro p q E E' hp hq hE hE'
    obtain ⟨v, hv0, hv⟩ := hE'.1
    have h1 := variational_principle (pawHamiltonian_isSymmetric hH D p) hE v
    have h2 := energy_eq H D q v
    rw [energy_eq] at h1
    rw [hv, inner_smul_right, Complex.re_ofReal_mul, re_inner_self] at h2
    have h3 : D * (‖inner ℂ p v‖ ^ 2 - ‖inner ℂ q v‖ ^ 2)
        ≤ |D| * (√(1 - ‖inner ℂ p q‖ ^ 2) * ‖v‖ ^ 2) := by
      refine (le_abs_self _).trans ?_
      rw [abs_mul]
      exact mul_le_mul_of_nonneg_left (abs_weight_sub_le hp hq v) (abs_nonneg D)
    have hpos : 0 < ‖v‖ ^ 2 := pow_pos (norm_pos_iff.2 hv0) 2
    refine le_of_mul_le_mul_right ?_ hpos
    linarith
  refine abs_sub_le_iff.2 ⟨key p q E E' hp hq hE hE', ?_⟩
  rw [norm_inner_symm p q]
  exact key q p E' E hq hp hE' hE
```

## Equality in two dimensions

The opening example belongs to a family. For $p=(c,s)$, $q=(c,-s)$ with $c^2+s^2=1$, and any real $D$, take

$$H=-\tfrac D2\bigl(|p\rangle\langle p|+|q\rangle\langle q|\bigr)-K|u\rangle\langle u|,\qquad u=(1,1),\quad K\ge|Dcs| .$$

The vector $u$ is not normalised. The first term cancels the diagonal part of either projector term and leaves a coupling $\alpha=\pm Dcs$ (`a` in the code). The even combination has energy $\alpha-2K$ and the odd one $-\alpha$; since $\alpha\le K$, the even one is lowest. `two_level_ground` proves this by adding and subtracting the two eigenvalue equations.

```lean
/-- The two-level operator with matrix `[[-K, a - K], [a - K, -K]]`, that is, a pure coupling `a`
minus `K |u⟩⟨u|` with `u = (1,1)`, has lowest eigenvalue `a - 2K` if `a ≤ K`. -/
theorem two_level_ground {T : EuclideanSpace ℂ (Fin 2) →ₗ[ℂ] EuclideanSpace ℂ (Fin 2)}
    {a K : ℝ} (haK : a ≤ K) (h0 : ∀ x, T x 0 = a * x 1 - K * (x 0 + x 1))
    (h1 : ∀ x, T x 1 = a * x 0 - K * (x 0 + x 1)) : IsGroundLevel T (a - 2 * K) := by
  constructor
  · refine ⟨!₂[1, 1], ?_, ?_⟩
    · intro h
      have h' := congrArg (fun w : EuclideanSpace ℂ (Fin 2) => w 0) h
      simp at h'
    · ext i
      fin_cases i <;> simp [h0, h1] <;> ring
  · rintro e ⟨w, hw, he⟩
    have e0 : (a : ℂ) * w 1 - K * (w 0 + w 1) = e * w 0 := by rw [← h0, he]; rfl
    have e1 : (a : ℂ) * w 0 - K * (w 0 + w 1) = e * w 1 := by rw [← h1, he]; rfl
    -- the even and odd combinations decouple
    have hs : ((a : ℂ) - 2 * K - e) * (w 0 + w 1) = 0 := by linear_combination e0 + e1
    have hd : (-(a : ℂ) - e) * (w 0 - w 1) = 0 := by linear_combination e0 - e1
    rcases mul_eq_zero.1 hs with h | h
    · have h' : a - 2 * K - e = 0 := by exact_mod_cast h
      linarith
    · rcases mul_eq_zero.1 hd with h' | h'
      · have h'' : -a - e = 0 := by exact_mod_cast h'
        linarith
      · refine (hw ?_).elim
        ext i
        fin_cases i
        · change w 0 = 0
          linear_combination (h + h') / 2
        · change w 1 = 0
          linear_combination (h - h') / 2
```

The levels $\pm Dcs-2K$ differ by $2|Dcs|$. The overlap is $c^2-s^2$, and $1-(c^2-s^2)^2=(2cs)^2$, so the bound is also $2|Dcs|$. The proof takes $K=|Dcs|$; the opening example has $D=K=1$.

```lean
/-- Sharpness: for every real `D` and the unit projectors `(c,s)` and `(c,-s)` of `ℂ²`, with
`c² + s² = 1`, some Hermitian `H` turns the bound on the level error into an equality. -/
theorem bound_attained (D c s : ℝ) (h : c ^ 2 + s ^ 2 = 1) :
    ‖planeVec c s‖ = 1 ∧ ‖planeVec c (-s)‖ = 1 ∧
    ∃ H : EuclideanSpace ℂ (Fin 2) →ₗ[ℂ] EuclideanSpace ℂ (Fin 2), H.IsSymmetric ∧
      ∃ E E' : ℝ, IsGroundLevel (pawHamiltonian H D (planeVec c s)) E ∧
        IsGroundLevel (pawHamiltonian H D (planeVec c (-s))) E' ∧
        |E - E'| = |D| * √(1 - ‖inner ℂ (planeVec c s) (planeVec c (-s))‖ ^ 2) := by
  have c0 : ∀ c s : ℝ, planeVec c s 0 = (c : ℂ) := fun _ _ => rfl
  have c1 : ∀ c s : ℝ, planeVec c s 1 = (s : ℂ) := fun _ _ => rfl
  have hin : ∀ (c s : ℝ) (x : EuclideanSpace ℂ (Fin 2)),
      inner ℂ (planeVec c s) x = c * x 0 + s * x 1 := by
    intro c s x
    simp [planeVec, PiLp.inner_apply, Fin.sum_univ_two]
    ring
  have hnorm : ∀ c s : ℝ, c ^ 2 + s ^ 2 = 1 → ‖planeVec c s‖ = 1 := by
    intro c s h
    refine (sq_eq_sq₀ (norm_nonneg _) zero_le_one).1 ?_
    rw [← re_inner_self, hin, c0, c1, ← Complex.ofReal_mul, ← Complex.ofReal_mul,
      ← Complex.ofReal_add, Complex.ofReal_re]
    linear_combination h
  have hov : inner ℂ (planeVec c s) (planeVec c (-s)) = ((c ^ 2 - s ^ 2 : ℝ) : ℂ) := by
    rw [hin, c0, c1]
    push_cast
    ring
  have hroot : 1 - (c ^ 2 - s ^ 2) ^ 2 = (2 * c * s) ^ 2 := by
    linear_combination (-(c ^ 2 + s ^ 2 + 1)) * h
  have hpaw : ∀ (H : EuclideanSpace ℂ (Fin 2) →ₗ[ℂ] EuclideanSpace ℂ (Fin 2)) (D c s : ℝ)
      (x : EuclideanSpace ℂ (Fin 2)) (i : Fin 2), pawHamiltonian H D (planeVec c s) x i
        = H x i + D * ((c * x 0 + s * x 1) * planeVec c s i) := by
    intro H D c s x i
    rw [← hin]
    rfl
  obtain ⟨K, hK1, hK2⟩ : ∃ K : ℝ, D * c * s ≤ K ∧ -(D * c * s) ≤ K :=
    ⟨|D * c * s|, le_abs_self _, neg_le_abs _⟩
  have hz : (0 : EuclideanSpace ℂ (Fin 2) →ₗ[ℂ] EuclideanSpace ℂ (Fin 2)).IsSymmetric := by
    intro x y
    simp
  -- H cancels the mean projector term and favours the state (1,1)
  refine ⟨hnorm c s h, hnorm c (-s) (by linear_combination h),
    pawHamiltonian (pawHamiltonian (pawHamiltonian 0 (-D / 2) (planeVec c s))
      (-D / 2) (planeVec c (-s))) (-K) (planeVec 1 1),
    pawHamiltonian_isSymmetric (pawHamiltonian_isSymmetric
      (pawHamiltonian_isSymmetric hz _ _) _ _) _ _,
    D * c * s - 2 * K, -(D * c * s) - 2 * K,
    two_level_ground hK1 ?_ ?_, two_level_ground hK2 ?_ ?_, ?_⟩
  iterate 4
    · intro x
      simp only [hpaw, c0, c1, LinearMap.zero_apply, PiLp.zero_apply]
      push_cast
      ring
  · rw [hov, Complex.norm_real, Real.norm_eq_abs, sq_abs, hroot, Real.sqrt_sq_eq_abs,
      ← abs_mul]
    congr 1
    ring

end PAWProjectorError
```

```lean
#print axioms PAWProjectorError.ground_level_error_le
#print axioms PAWProjectorError.bound_attained
```

```
'PAWProjectorError.ground_level_error_le' depends on axioms: [propext, Classical.choice, Quot.sound]
'PAWProjectorError.bound_attained' depends on axioms: [propext, Classical.choice, Quot.sound]
```
